# Third central moment of the local density of states of a finite Hermitian Hamiltonian as a sum over three-step paths

## Two sites, then three

Take two sites, numbered 0 and 1, with real energies $\varepsilon_A$, $\varepsilon_B$ and complex hopping $t$, and measure energies from $H_{00}=\varepsilon_A$:

$$H=\begin{pmatrix}\varepsilon_A & t\\ \bar t & \varepsilon_B\end{pmatrix},\qquad A=H-\varepsilon_A\mathbb 1=\begin{pmatrix}0 & t\\ \bar t & \varepsilon_B-\varepsilon_A\end{pmatrix}.$$

The element $(A^3)_{00}$ is a sum over three-step paths from site 0 back to site 0. A step that stays on site 0 carries the factor $A_{00}=0$, so the only surviving path is $0\to1\to1\to0$, and $(A^3)_{00}=(\varepsilon_B-\varepsilon_A)|t|^2$. A third site allows a second kind of path, the triangle $0\to1\to2\to0$ and its reverse.

In general, let $H$ be a Hermitian matrix on a finite set of sites, fix a site $i$, and write $\mu_m(i)=\big((H-H_{ii}\mathbb 1)^m\big)_{ii}$. Then

$$\mu_3(i)=\sum_{j\ne i}\sum_{k\ne i}H_{ij}H_{jk}H_{ki}-H_{ii}\sum_{j\ne i}|H_{ij}|^2 \tag{1}$$

and equivalently

$$\mu_3(i)=T(i)+\sum_{j\ne i}(H_{jj}-H_{ii})|H_{ij}|^2,\qquad T(i)=\sum_{j\ne i}\ \sum_{k\ne i,j}H_{ij}H_{jk}H_{ki}. \tag{2}$$

If $H=U\,\mathrm{diag}(E)\,U^\dagger$ with $U$ unitary and real eigenvalues $E_a$, the local density of states (LDOS) at site $i$ is the discrete distribution with weight $w_{ia}=|U_{ia}|^2$ at energy $E_a$. The number $\mu_m(i)$ is its $m$-th moment about its mean. For a non-interacting tight-binding model in a finite orthonormal basis, (2) therefore attributes the asymmetry of the LDOS, at third order, to triangles of hopping and to the site energies of the neighbours relative to $H_{ii}$.

## One sparse product in place of a diagonalisation

With $A=H-H_{ii}\mathbb 1$, let $v$ be column $i$ of $A$, which is column $i$ of $H$ with its diagonal entry set to zero. Hermiticity gives $\bar v_j=A_{ij}$, so $\mu_3(i)=v^\dagger Av$ and $\mu_2(i)=v^\dagger v$. The cost is one sparse matrix-vector product, and only the entries on the neighbours of $i$ are needed. A code that obtains the LDOS by diagonalisation can compare $\sum_a w_{ia}(E_a-H_{ii})^3$ with this number as a consistency check on its site projection.

A Lanczos recursion started on site $i$ meets the same quantity. Its tridiagonal matrix, with diagonal entries $\alpha_0,\alpha_1,\dots$ and first off-diagonal entry $\beta_1$, has no triangles and reproduces the moments of the starting vector, so in exact arithmetic $\alpha_0=H_{ii}$, $\beta_1^2=\mu_2(i)$ and $\mu_3(i)=\beta_1^2(\alpha_1-\alpha_0)$ whenever $\beta_1\neq0$. The vector form and the Lanczos relations are ordinary consequences that the file below does not state as theorems.

The double sum in (1) includes the terms $k=j$. A neighbour-list loop that skips them, because it is thought of as a loop over triangles, and still subtracts $H_{ii}\sum_{j\neq i}|H_{ij}|^2$, mixes (1) with (2). On the dimer with $\varepsilon_A=\varepsilon_B=\varepsilon$ it returns $-\varepsilon|t|^2$ instead of $0$. The error is invisible when all site energies vanish, and, at a site with at least one nonzero hopping, it appears as soon as a nonzero constant is added to the diagonal, which must leave a central moment unchanged.

## From the matrix cube to paths and to the spectrum

The entries of $A$ are $A_{jk}=H_{jk}-H_{ii}\delta_{jk}$, and $A_{ii}=0$. Writing out the matrix products,

$$(A^3)_{ii}=\sum_j\sum_k A_{ij}A_{jk}A_{ki}=\sum_{j\ne i}\sum_{k\ne i}A_{ij}A_{jk}A_{ki},$$

because terms with $j=i$ have first factor $A_{ii}$ and terms with $k=i$ have last factor $A_{ii}$. For $j,k\ne i$ the outer factors are off-diagonal, $A_{ij}=H_{ij}$ and $A_{ki}=H_{ki}$, so the shift enters only through the middle one:

$$A_{ij}A_{jk}A_{ki}=H_{ij}H_{jk}H_{ki}-\delta_{jk}H_{ii}H_{ij}H_{ji}.$$

Summing over $k\neq i$ picks $k=j$ in the second term, and $H_{ji}=\overline{H_{ij}}$ turns $H_{ij}H_{ji}$ into $|H_{ij}|^2$. This is (1). The term $k=j$ of the first sum is $H_{ij}H_{jj}H_{ji}=H_{jj}|H_{ij}|^2$. Moving it next to $-H_{ii}|H_{ij}|^2$ leaves $T(i)$ behind and gives (2).

For the spectral reading, any numbers $d_a$ satisfy

$$\big(U\,\mathrm{diag}(d)\,U^\dagger\big)_{ii}=\sum_aU_{ia}d_a\overline{U_{ia}}=\sum_a w_{ia}d_a .$$

With $d=E$ this says that the mean $\bar E_i=\sum_a w_{ia}E_a$ equals $H_{ii}$. Since $UU^\dagger=\mathbb 1$, a shift by a number $c$ gives $H-c\mathbb 1=U\,\mathrm{diag}(E-c)\,U^\dagger$. Since $U^\dagger U=\mathbb 1$, the inner factors cancel in a power, so $(UDU^\dagger)^m=UD^mU^\dagger$ for any matrix $D$. Taking $c=H_{ii}$ and $d_a=(E_a-\bar E_i)^m$ yields $\mu_m(i)=\sum_a w_{ia}(E_a-\bar E_i)^m$.

Now give each site $j$ one of two sublattice labels $s_j$, let hopping connect only unlike labels, and let $H_{jj}=\varepsilon(s_j)$ with $\varepsilon$ real. This stands for an ordered two-species structure, such as a honeycomb lattice with nearest-neighbour hopping and one energy per species. Among three distinct sites two share a label, so each triangle contains a vanishing factor and $T(i)=0$. In the remaining sum of (2), sites with $s_j=s_i$ have $H_{ij}=0$ and all others carry the opposite label $\bar s_i$. Hence

$$\mu_3(i)=\big(\varepsilon(\bar s_i)-\varepsilon(s_i)\big)\sum_{j\ne i}|H_{ij}|^2 .$$

The opposite case is the ring of sites 0, 1, 2 with zero site energies, $H_{01}=H_{12}=H_{20}=t$ and $\bar t$ in the reverse direction. The two orientations of the triangle contribute $t^3$ and $\bar t^{\,3}$, so $\mu_3(i)=2\,\mathrm{Re}\,t^3$ at each site. For $t=|t|e^{\mathrm{i}\phi}$ this is $2|t|^3\cos3\phi$, which depends on the phase $3\phi$ collected around the loop.

## The Lean file

```lean
import Mathlib

open Matrix Finset ComplexConjugate

namespace ThirdCentralMoment

noncomputable section

variable {n : Type*} [Fintype n] [DecidableEq n]

/-- The diagonal element `((H - H_ii)^m)_ii` at site `i`. -/
def centralMoment (H : Matrix n n ℂ) (i : n) (m : ℕ) : ℂ :=
  ((H - H i i • (1 : Matrix n n ℂ)) ^ m) i i

/-- Sum of `H_ij H_jk H_ki` over closed paths through three distinct sites `i, j, k`. -/
def triangleSum (H : Matrix n n ℂ) (i : n) : ℂ :=
  ∑ j ∈ univ.erase i, ∑ k ∈ (univ.erase i).erase j, H i j * H j k * H k i

/-- Weight `|U_ia|²` of the state in column `a` of `U` on site `i`. -/
def ldosWeight (U : Matrix n n ℂ) (i a : n) : ℝ := ‖U i a‖ ^ 2

/-- Mean energy of the local density of states with weights `|U_ia|²` at energies `E_a`. -/
def ldosMean (U : Matrix n n ℂ) (E : n → ℝ) (i : n) : ℝ := ∑ a, ldosWeight U i a * E a

/-- The `m`-th moment of the local density of states about its mean. -/
def ldosCentralMoment (U : Matrix n n ℂ) (E : n → ℝ) (i : n) (m : ℕ) : ℝ :=
  ∑ a, ldosWeight U i a * (E a - ldosMean U E i) ^ m

/-- No hopping between distinct sites of the same sublattice, the sublattice label being `c`. -/
def IsBipartite {ι : Type*} (H : Matrix ι ι ℂ) (c : ι → Bool) : Prop :=
  ∀ j k, j ≠ k → c j = c k → H j k = 0

/-- Two sites with energies `a`, `b` and hopping `t`. -/
def dimer (a b : ℝ) (t : ℂ) : Matrix (Fin 2) (Fin 2) ℂ := !![(a : ℂ), t; conj t, (b : ℂ)]

/-- Three-site ring with zero site energies and complex hopping `t` in the cyclic direction. -/
def ring3 (t : ℂ) : Matrix (Fin 3) (Fin 3) ℂ := !![0, t, conj t; conj t, 0, t; t, conj t, 0]

/-- If `A_ii = 0`, then `(A³)_ii` is the sum over closed three-step paths from `i` whose
intermediate sites differ from `i`. -/
theorem cube_diag_paths (A : Matrix n n ℂ) (i : n) (hii : A i i = 0) :
    (A ^ 3) i i = ∑ j ∈ univ.erase i, ∑ k ∈ univ.erase i, A i j * A j k * A k i := by
  calc (A ^ 3) i i = ∑ j, ∑ k, A i j * A j k * A k i := by
        rw [pow_three']
        simp only [Matrix.mul_apply, Finset.sum_mul]
        exact Finset.sum_comm
    _ = ∑ j ∈ univ.erase i, ∑ k, A i j * A j k * A k i := by
        symm
        apply Finset.sum_erase
        simp [hii]
    _ = _ := by
        refine Finset.sum_congr rfl fun j _ => ?_
        symm
        apply Finset.sum_erase
        simp [hii]

/-- For Hermitian `H`, hopping from `i` to `j` and back gives `|H_ij|²`. -/
theorem hop_and_back {ι : Type*} {H : Matrix ι ι ℂ} (hH : H.IsHermitian) (i j : ι) :
    H i j * H j i = ((‖H i j‖ ^ 2 : ℝ) : ℂ) := by
  rw [← hH.apply j i, ← Complex.normSq_eq_norm_sq]
  exact Complex.mul_conj _

/-- For Hermitian `H`,
`((H - H_ii)³)_ii = ∑_{j,k ≠ i} H_ij H_jk H_ki - H_ii ∑_{j ≠ i} |H_ij|²`. -/
theorem third_central_moment {H : Matrix n n ℂ} (hH : H.IsHermitian) (i : n) :
    centralMoment H i 3 = ∑ j ∈ univ.erase i, ∑ k ∈ univ.erase i, H i j * H j k * H k i
      - H i i * ∑ j ∈ univ.erase i, ((‖H i j‖ ^ 2 : ℝ) : ℂ) := by
  have hA : ∀ j k, (H - H i i • (1 : Matrix n n ℂ)) j k
      = H j k - if j = k then H i i else 0 := by
    intro j k
    by_cases h : j = k <;> simp [h]
  rw [centralMoment, cube_diag_paths _ i (by rw [hA]; simp), Finset.mul_sum,
    ← Finset.sum_sub_distrib]
  refine Finset.sum_congr rfl fun j hj => ?_
  have hji : j ≠ i := Finset.ne_of_mem_erase hj
  -- the shift only affects the middle step, and only when it stays on site `j`
  have h : ∀ k ∈ univ.erase i, (H - H i i • (1 : Matrix n n ℂ)) i j
      * (H - H i i • (1 : Matrix n n ℂ)) j k * (H - H i i • (1 : Matrix n n ℂ)) k i
      = H i j * H j k * H k i - if j = k then H i i * (H i j * H j i) else 0 := by
    intro k hk
    rw [hA, hA, hA, if_neg hji.symm, if_neg (Finset.ne_of_mem_erase hk)]
    by_cases hjk : j = k
    · rw [if_pos hjk, if_pos hjk, ← hjk]; ring
    · rw [if_neg hjk, if_neg hjk]; ring
  rw [Finset.sum_congr rfl h, Finset.sum_sub_distrib, Finset.sum_ite_eq, if_pos hj,
    hop_and_back hH]

/-- For Hermitian `H`, `((H - H_ii)³)_ii` is the triangle sum plus
`∑_{j ≠ i} (H_jj - H_ii) |H_ij|²`. -/
theorem third_central_moment_split {H : Matrix n n ℂ} (hH : H.IsHermitian) (i : n) :
    centralMoment H i 3 = triangleSum H i
      + ∑ j ∈ univ.erase i, (H j j - H i i) * ((‖H i j‖ ^ 2 : ℝ) : ℂ) := by
  rw [third_central_moment hH, triangleSum, Finset.mul_sum, ← Finset.sum_sub_distrib,
    ← Finset.sum_add_distrib]
  refine Finset.sum_congr rfl fun j hj => ?_
  -- separate the term `k = j`
  have h : H i j * H j j * H j i + ∑ k ∈ (univ.erase i).erase j, H i j * H j k * H k i
      = ∑ k ∈ univ.erase i, H i j * H j k * H k i :=
    Finset.add_sum_erase _ (fun k => H i j * H j k * H k i) hj
  linear_combination -h + H j j * hop_and_back hH i j

/-- If `H = U diag(E) U†` with `U` unitary, the `m`-th central moment of the local density of
states at site `i` equals `((H - H_ii)^m)_ii`. -/
theorem ldos_central_moment_eq {H U : Matrix n n ℂ} {E : n → ℝ} (hU : U ∈ unitaryGroup n ℂ)
    (hdec : H = U * diagonal (fun a => (E a : ℂ)) * star U) (i : n) (m : ℕ) :
    (ldosCentralMoment U E i m : ℂ) = centralMoment H i m := by
  have h1 : U * star U = 1 := Matrix.mem_unitaryGroup_iff.mp hU
  have h2 : star U * U = 1 := mul_eq_one_comm.mp h1
  have entry : ∀ d : n → ℂ,
      (U * diagonal d * star U) i i = ∑ a, (ldosWeight U i a : ℂ) * d a := by
    intro d
    rw [Matrix.mul_apply]
    refine Finset.sum_congr rfl fun a _ => ?_
    have h : U i a * star (U i a) = (ldosWeight U i a : ℂ) := by
      rw [ldosWeight, ← Complex.normSq_eq_norm_sq]
      exact Complex.mul_conj _
    rw [Matrix.mul_diagonal, Matrix.star_apply, ← h]
    ring
  have hmean : H i i = (ldosMean U E i : ℂ) := by
    rw [hdec, entry]
    simp [ldosMean]
  -- shifting `H` shifts the eigenvalues
  have hshift : ∀ c : ℂ, H - c • (1 : Matrix n n ℂ)
      = U * diagonal (fun a => (E a : ℂ) - c) * star U := by
    intro c
    have hd : diagonal (fun a => (E a : ℂ) - c)
        = diagonal (fun a => (E a : ℂ)) - c • (1 : Matrix n n ℂ) := by
      ext j k
      by_cases h : j = k <;> simp [h]
    rw [hd, mul_sub, sub_mul, mul_smul_comm, smul_mul_assoc, mul_one, h1, ← hdec]
  have hpow : ∀ (D : Matrix n n ℂ) (p : ℕ), (U * D * star U) ^ p = U * D ^ p * star U := by
    intro D p
    induction p with
    | zero => rw [pow_zero, pow_zero, mul_one, h1]
    | succ p ih =>
      rw [pow_succ, ih, pow_succ]
      calc U * D ^ p * star U * (U * D * star U)
          = U * D ^ p * (star U * U) * D * star U := by simp only [mul_assoc]
        _ = _ := by rw [h2]; simp only [mul_one, mul_assoc]
  rw [centralMoment, hshift, hpow, Matrix.diagonal_pow, entry, hmean]
  simp [ldosCentralMoment]

/-- The third central moment of the local density of states built from the eigenvectors and
eigenvalues of Hermitian `H` is `∑_{j,k ≠ i} H_ij H_jk H_ki - H_ii ∑_{j ≠ i} |H_ij|²`. -/
theorem ldos_third_central_moment {H : Matrix n n ℂ} (hH : H.IsHermitian) (i : n) :
    (ldosCentralMoment (hH.eigenvectorUnitary : Matrix n n ℂ) hH.eigenvalues i 3 : ℂ)
      = ∑ j ∈ univ.erase i, ∑ k ∈ univ.erase i, H i j * H j k * H k i
        - H i i * ∑ j ∈ univ.erase i, ((‖H i j‖ ^ 2 : ℝ) : ℂ) := by
  have h : H = (hH.eigenvectorUnitary : Matrix n n ℂ)
      * diagonal (fun a => (hH.eigenvalues a : ℂ))
      * star (hH.eigenvectorUnitary : Matrix n n ℂ) := by
    exact hH.spectral_theorem
  rw [ldos_central_moment_eq hH.eigenvectorUnitary.2 h, third_central_moment hH]

/-- For Hermitian bipartite `H` with one site energy per sublattice, `((H - H_ii)³)_ii` is the
energy of the other sublattice minus that of site `i`, times `∑_{j ≠ i} |H_ij|²`. -/
theorem third_central_moment_bipartite {H : Matrix n n ℂ} (hH : H.IsHermitian) {c : n → Bool}
    (hc : IsBipartite H c) {ε : Bool → ℝ} (hε : ∀ j, H j j = (ε (c j) : ℂ)) (i : n) :
    centralMoment H i 3 = ((ε (!c i) : ℂ) - (ε (c i) : ℂ))
      * ∑ j ∈ univ.erase i, ((‖H i j‖ ^ 2 : ℝ) : ℂ) := by
  -- among three distinct sites two share a sublattice
  have htri : triangleSum H i = 0 := by
    refine Finset.sum_eq_zero fun j hj => Finset.sum_eq_zero fun k hk => ?_
    have hki : k ≠ i := Finset.ne_of_mem_erase (Finset.mem_of_mem_erase hk)
    by_cases h1 : c i = c j
    · rw [hc i j (Finset.ne_of_mem_erase hj).symm h1]; ring
    by_cases h2 : c j = c k
    · rw [hc j k (Finset.ne_of_mem_erase hk).symm h2]; ring
    have h3 : c k = c i := by
      revert h1 h2
      cases c i <;> cases c j <;> cases c k <;> simp
    rw [hc k i hki h3]; ring
  rw [third_central_moment_split hH, htri, zero_add, Finset.mul_sum]
  refine Finset.sum_congr rfl fun j hj => ?_
  by_cases h1 : c i = c j
  · rw [hc i j (Finset.ne_of_mem_erase hj).symm h1]; simp
  · have h2 : c j = !c i := by
      revert h1
      cases c i <;> cases c j <;> simp
    rw [hε j, hε i, h2]

/-- The dimer is Hermitian and bipartite with sublattice energies `a`, `b`, and at its first
site `((H - H_00)³)_00 = (b - a) |t|²`. -/
theorem bipartite_witness (a b : ℝ) (t : ℂ) :
    (dimer a b t).IsHermitian ∧ IsBipartite (dimer a b t) ![false, true] ∧
    (∀ j, dimer a b t j j = (((fun s : Bool => if s then b else a) (![false, true] j) : ℝ) : ℂ)) ∧
    centralMoment (dimer a b t) 0 3 = ((b : ℂ) - a) * ((‖t‖ ^ 2 : ℝ) : ℂ) := by
  have h1 : (dimer a b t).IsHermitian := by
    refine Matrix.IsHermitian.ext fun i j => ?_
    fin_cases i <;> fin_cases j <;> simp [dimer]
  have h2 : IsBipartite (dimer a b t) ![false, true] := by
    intro j k hjk hc
    fin_cases j <;> fin_cases k <;> simp_all
  have h3 : ∀ j, dimer a b t j j
      = (((fun s : Bool => if s then b else a) (![false, true] j) : ℝ) : ℂ) := by
    intro j
    fin_cases j <;> simp [dimer]
  refine ⟨h1, h2, h3, ?_⟩
  have he : (univ : Finset (Fin 2)).erase 0 = {1} := by decide
  rw [third_central_moment_bipartite h1 h2 (ε := fun s : Bool => if s then b else a) h3, he]
  simp [dimer]

/-- On the three-site ring with complex hopping `t`, `((H - H_ii)³)_ii = 2 Re t³` at every
site. -/
theorem third_central_moment_ring3 (t : ℂ) (i : Fin 3) :
    centralMoment (ring3 t) i 3 = ((2 * (t ^ 3).re : ℝ) : ℂ) := by
  have h0 : ring3 t i i = 0 := by fin_cases i <;> simp [ring3]
  rw [← Complex.add_conj, map_pow, centralMoment, h0, zero_smul, sub_zero, pow_three']
  simp only [Matrix.mul_apply, Fin.sum_univ_three]
  fin_cases i <;> simp [ring3] <;> ring

end

end ThirdCentralMoment
```

```lean
#print axioms ThirdCentralMoment.ldos_third_central_moment
#print axioms ThirdCentralMoment.third_central_moment_ring3
```

```
'ThirdCentralMoment.ldos_third_central_moment' depends on axioms: [propext, Classical.choice, Quot.sound]
'ThirdCentralMoment.third_central_moment_ring3' depends on axioms: [propext, Classical.choice, Quot.sound]
```

## Definitions and theorems in physical terms

The type `n` is the finite set of sites, and `H : Matrix n n ℂ` is the Hamiltonian in the site basis. Because the shift uses the identity matrix and the weights are plain $|U_{ia}|^2$, that basis is taken to be orthonormal. `centralMoment H i m` is $\mu_m(i)$, `univ.erase i` is the set of sites other than $i$, and `triangleSum H i` is $T(i)$, counting both orientations of each triangle. Eigenvectors are the columns of `U`, labelled by the same type `n`, and `star U` is $U^\dagger$. `ldosWeight`, `ldosMean` and `ldosCentralMoment` are the real numbers $w_{ia}$, $\bar E_i$ and $\sum_a w_{ia}(E_a-\bar E_i)^m$. The last is defined about the distribution's own mean, so $\bar E_i=H_{ii}$ is derived and not built in.

`third_central_moment` and `third_central_moment_split` are (1) and (2) under the single hypothesis `H.IsHermitian`. They hold down to one site, where every sum is empty and $\mu_3=0$; for two sites $T(i)$ is empty. `ldos_central_moment_eq` assumes a unitary `U`, real `E` and the factorisation `hdec`, and concludes equality for each order `m`. It holds for any such factorisation, so the choice of basis inside a degenerate level does not affect the moments, and `m` equal to zero says that the weights sum to one. `ldos_third_central_moment` takes the factorisation from the spectral theorem, so it needs only Hermiticity. Its left side is a real number cast to `ℂ`, which shows that the right side of (1) is real.

In `third_central_moment_bipartite` the labels $s_j$ are `c : n → Bool`, and `!c i` is $\bar s_i$. `IsBipartite` restricts only off-diagonal entries, while `hε` fixes the diagonal. `bipartite_witness` verifies these hypotheses for `dimer a b t`, with `a` and `b` standing for $\varepsilon_A$ and $\varepsilon_B$, and recovers the value at site 0 found at the start.

## How the tactics follow the algebra

`cube_diag_paths` expands the cube with `pow_three'` and `Matrix.mul_apply`, orders the sums with `Finset.sum_comm`, and applies `Finset.sum_erase` twice to drop $j=i$ and then $k=i$. `hop_and_back` is $H_{ij}H_{ji}=|H_{ij}|^2$, the only place where the proof of (1) uses Hermiticity. In `third_central_moment`, `hA` gives the entries of $A$ with the Kronecker delta written as an `if`, `h` is the product formula split into the cases $j=k$ and $j\neq k$, and `Finset.sum_ite_eq` performs the sum over the delta. The split form isolates $k=j$ through `Finset.add_sum_erase` and closes with `linear_combination`, which subtracts that identity from $H_{jj}$ times `hop_and_back`.

Inside `ldos_central_moment_eq`, the steps `entry`, `hmean`, `hshift` and `hpow` are, in order, the diagonal-element formula, the mean, the shift of eigenvalues and the power rule, the last by induction on the exponent. For the bipartite case, `htri` finds a same-label pair by case analysis on three Boolean values. `third_central_moment_ring3` multiplies out the $3\times3$ matrices site by site and does not pass through (1).

## Finite, orthonormal, unbroadened, exact

The identities are established for every finite Hermitian matrix, real or complex, and every site, as equalities of exact numbers. The index may equally label orbitals or spin-orbitals, in which case the LDOS is that of a single orbital; sums over the orbitals of an atom, whose means can differ, are not treated. A basis with an overlap matrix, infinite lattices, integration over a Brillouin zone and self-energies of interacting systems fall outside the model. The LDOS is a set of weighted points, so nothing is said about a broadened or energy-truncated curve.

Path expansions appear only for order three: the sum $\sum_{j\ne i}|H_{ij}|^2$ is never identified with $\mu_2(i)$ in a theorem, and no normalised skewness is defined. For the ring the theorem concerns the matrix element; its reading as an LDOS moment needs the Hermiticity of `ring3 t`, which is visible from the entries but has no lemma. Rounding is not modelled. Forms (1) and (2) are equal, but for site energies far from zero (1) subtracts two large numbers, whereas (2) works with the differences $H_{jj}-H_{ii}$ from the start.
